# First-order relativistic shifts of bond length and energy along a continuous branch of stationary points

The relaxed bond length enters here as a given function $R(t)$ of the relativistic strength $t=(Z\alpha)^2$, where $Z$ is the charge of one chosen nucleus and $\alpha$ the fine-structure constant. The function is assumed to be continuous at $t=0$ and to make the total energy stationary for every small $t$. Its differentiability at $t=0$ is proved for sufficiently smooth energy curves and a positive nonrelativistic force constant.

## Slopes of the bond length and the equilibrium energy

Let $E_0(x)$ be the nonrelativistic energy at bond length $x$, and $W(x)$ the coefficient of the leading relativistic correction. The total energy is

$$E(t,x)=E_0(x)+t\,W(x).$$

Write $R_0=R(0)$, let $k=E_0''(R_0)>0$ be the force constant, and let $\mathcal E(t)=E(t,R(t))$ be the energy along the branch. Then

$$R'(0)=-\frac{W'(R_0)}{k},\qquad \mathcal E'(0)=W(R_0).$$

The curves $E_0$ and $W$ stay fixed while $t$ varies, so $t$ is best read as a scaling of $\alpha$ for one molecule, not as a walk through the periodic table.

## Single-point corrections and finite-difference checks

A code that evaluates a relativistic correction at the nonrelativistic geometry and reports it as the first-order change of the equilibrium energy relies on the second slope. The first slope estimates the bond-length change from one gradient of $W$ and one force constant. The theorems below cover these uses only for a single bond coordinate and an energy linear in $t$; for heavy elements the physical $t$ may be too large for first order to suffice.

The first slope also tests a geometry optimiser: for a small step $\tau$, $(R(\tau)-R(-\tau))/(2\tau)$ should approach $-W'(R_0)/k$. When $W'(R_0)\neq0$, residual gradients left by the optimiser disturb this quotient little if they are small compared with $\tau\,|W'(R_0)|$; larger ones can swamp the difference.

## From force balance to the two slopes

The derivative of the total energy with respect to $x$ is $E_0'(x)+t\,W'(x)$. Stationarity at $x=R(t)$ therefore gives the force balance

$$E_0'(R(t))+t\,W'(R(t))=0 ,$$

and at $t=0$ this reads $E_0'(R_0)=0$.

Define $q(x)=\dfrac{E_0'(x)-E_0'(R_0)}{x-R_0}$ for $x\neq R_0$, and $q(R_0)=k$. Because $E_0'$ has derivative $k$ at $R_0$, the function $q$ is continuous there. Since $E_0'(R_0)=0$, we have $E_0'(x)=(x-R_0)\,q(x)$, and the force balance becomes

$$(R(t)-R_0)\,q(R(t))=-t\,W'(R(t)).$$

Assume that $W'$ is continuous at $R_0$. As $t\to0$, continuity of $R$ at zero then gives $W'(R(t))\to W'(R_0)$ and $q(R(t))\to k\neq0$. For small $t\neq0$ we may divide:

$$\frac{R(t)-R_0}{t}=-\frac{W'(R(t))}{q(R(t))}\;\longrightarrow\;-\frac{W'(R_0)}{k}.$$

For the energy, the chain rule at any small $t$ where $R$ is differentiable gives

$$\mathcal E'(t)=W(R(t))+R'(t)\,\bigl[E_0'(R(t))+t\,W'(R(t))\bigr]=W(R(t)),$$

because the bracket vanishes. At $t=0$ the slope is $W(R_0)$.

If $W'(R_0)>0$, the quotient $(R(t)-R_0)/t$ has a negative limit, so $R(t)<R_0$ for small $t>0$: the bond contracts. If $R$ is differentiable for all small $t$, then $\mathcal E'(t)=W(R(t))$ near zero, and a second differentiation gives

$$\mathcal E''(0)=W'(R_0)\,R'(0)=-\frac{W'(R_0)^2}{k}.$$

By Taylor's formula, relaxing the geometry then lowers the energy by $t^2W'(R_0)^2/(2k)$ to leading order.

A harmonic bond shows all of this explicitly. Take $E_0=\frac k2(x-L)^2$ and $W=c+a(x-L)+\frac b2(x-L)^2$, with equilibrium length $L$ and real coefficients $a,b,c$. With $u=R(t)-L$ the force balance is $ku+t(a+bu)=0$, so

$$R(t)=L-\frac{ta}{k+tb}$$

for small $t$. In the limiting case $b=0$ the correction exerts a constant force. The bond length $L-ta/k$ is then exactly linear in $t$, and the equilibrium energy is $tc-t^2a^2/(2k)$.

## The Lean file

```lean
import Mathlib

open Filter Topology

namespace RelativisticBondLength

/-- Total energy at bond length `x`: the nonrelativistic curve `E₀` plus `t` times the
relativistic correction `W`, where `t` stands for `(Z α)²`. -/
def energy (E₀ W : ℝ → ℝ) (t x : ℝ) : ℝ := E₀ x + t * W x

/-- Energy at the bond length `R t` that belongs to the relativistic strength `t`. -/
def branchEnergy (E₀ W R : ℝ → ℝ) (t : ℝ) : ℝ := energy E₀ W t (R t)

/-- A branch `R` of stationary bond lengths, continuous at `t = 0`. Near `R 0` the curves `E₀`
and `W` have derivatives `dE` and `dW`, with `dW` continuous at `R 0`, and `k > 0` is the
nonrelativistic force constant at `R 0`. -/
structure EquilibriumBranch (E₀ W dE dW R : ℝ → ℝ) (k : ℝ) : Prop where
  deriv_E : ∀ᶠ x in 𝓝 (R 0), HasDerivAt E₀ (dE x) x
  deriv_W : ∀ᶠ x in 𝓝 (R 0), HasDerivAt W (dW x) x
  cont_dW : ContinuousAt dW (R 0)
  force_constant : HasDerivAt dE k (R 0)
  k_pos : 0 < k
  cont_R : ContinuousAt R 0
  stationary : ∀ᶠ t in 𝓝 (0 : ℝ), HasDerivAt (energy E₀ W t) 0 (R t)

variable {E₀ W dE dW R : ℝ → ℝ} {k : ℝ}

/-- The slope of the total energy curve is the nonrelativistic slope plus `t` times the slope
of the correction, at a bond length where both curves are differentiable. -/
theorem energy_hasDerivAt {t x e w : ℝ} (hE : HasDerivAt E₀ e x) (hW : HasDerivAt W w x) :
    HasDerivAt (energy E₀ W t) (e + t * w) x :=
  hE.add (hW.const_mul t)

/-- Along an equilibrium branch the nonrelativistic and relativistic forces balance for all
sufficiently small `t`. -/
theorem force_balance (h : EquilibriumBranch E₀ W dE dW R k) :
    ∀ᶠ t in 𝓝 (0 : ℝ), dE (R t) + t * dW (R t) = 0 := by
  filter_upwards [h.cont_R.tendsto.eventually h.deriv_E,
    h.cont_R.tendsto.eventually h.deriv_W, h.stationary] with t h1 h2 h3
  exact (energy_hasDerivAt h1 h2).unique h3

/-- The bond length of an equilibrium branch is differentiable at `t = 0`, and its slope is
minus the slope of the relativistic correction divided by the force constant. -/
theorem bond_length_slope (h : EquilibriumBranch E₀ W dE dW R k) :
    HasDerivAt R (-dW (R 0) / k) 0 := by
  have hbal := force_balance h
  have h0 : dE (R 0) = 0 := by
    have h1 := hbal.self_of_nhds
    linarith
  -- the difference quotient of the nonrelativistic slope `dE` tends to the force constant
  have hD : Tendsto (fun t => dslope dE (R 0) (R t)) (𝓝 0) (𝓝 k) := by
    have hc : ContinuousAt (dslope dE (R 0)) (R 0) :=
      continuousAt_dslope_same.2 h.force_constant.differentiableAt
    have h1 := hc.tendsto.comp h.cont_R.tendsto
    rw [dslope_same, h.force_constant.deriv] at h1
    exact h1
  have hN : Tendsto (fun t => dW (R t)) (𝓝 0) (𝓝 (dW (R 0))) :=
    h.cont_dW.tendsto.comp h.cont_R.tendsto
  have hq : Tendsto (fun t => -dW (R t) / dslope dE (R 0) (R t)) (𝓝[≠] 0)
      (𝓝 (-dW (R 0) / k)) :=
    (hN.neg.div hD h.k_pos.ne').mono_left nhdsWithin_le_nhds
  rw [hasDerivAt_iff_tendsto_slope]
  refine hq.congr' ?_
  -- force balance identifies this quotient with the slope of the bond length
  filter_upwards [hbal.filter_mono nhdsWithin_le_nhds,
    (hD.eventually_ne h.k_pos.ne').filter_mono nhdsWithin_le_nhds,
    self_mem_nhdsWithin] with t h1 h2 h3
  have ht : t ≠ 0 := h3
  have h4 : (R t - R 0) * dslope dE (R 0) (R t) = dE (R t) - dE (R 0) :=
    sub_smul_dslope dE (R 0) (R t)
  rw [slope_def_field, sub_zero, div_eq_div_iff h2 ht]
  linear_combination -h4 - h1 + h0

/-- Where the total energy is stationary in the bond length, and `E₀`, `W` and `R` are
differentiable, the energy along the branch changes with `t` at the rate `W (R t)`. -/
theorem branchEnergy_slope {t e w r : ℝ} (hE : HasDerivAt E₀ e (R t))
    (hW : HasDerivAt W w (R t)) (hR : HasDerivAt R r t)
    (hs : HasDerivAt (energy E₀ W t) 0 (R t)) :
    HasDerivAt (branchEnergy E₀ W R) (W (R t)) t := by
  have h0 : e + t * w = 0 := (energy_hasDerivAt hE hW).unique hs
  have h1 : HasDerivAt (branchEnergy E₀ W R) (e * r + (1 * W (R t) + t * (w * r))) t :=
    (hE.comp t hR).add ((hasDerivAt_id t).mul (hW.comp t hR))
  -- the response of the bond length drops out by stationarity
  exact h1.congr_deriv (by linear_combination r * h0)

/-- First-order relativistic shifts of an equilibrium branch: at `t = 0` the bond length has
slope `-W'(R 0) / k` and the equilibrium energy has slope `W (R 0)`. -/
theorem relativistic_shifts (h : EquilibriumBranch E₀ W dE dW R k) :
    HasDerivAt R (-dW (R 0) / k) 0 ∧ HasDerivAt (branchEnergy E₀ W R) (W (R 0)) 0 :=
  ⟨bond_length_slope h, branchEnergy_slope h.deriv_E.self_of_nhds h.deriv_W.self_of_nhds
    (bond_length_slope h) h.stationary.self_of_nhds⟩

/-- If, for an equilibrium branch, the relativistic correction has positive slope in the bond length
at `R 0`, the bond is shorter than the nonrelativistic one for all sufficiently small `t > 0`. -/
theorem bond_contraction (h : EquilibriumBranch E₀ W dE dW R k) (hw : 0 < dW (R 0)) :
    ∀ᶠ t in 𝓝[>] (0 : ℝ), R t < R 0 := by
  have hs := hasDerivAt_iff_tendsto_slope.1 (bond_length_slope h)
  have hneg : -dW (R 0) / k < 0 := div_neg_of_neg_of_pos (neg_lt_zero.2 hw) h.k_pos
  have hev := (hs.eventually_lt_const hneg).filter_mono
    (nhdsWithin_mono (0 : ℝ) (fun t (ht : 0 < t) => ne_of_gt ht))
  filter_upwards [hev, self_mem_nhdsWithin] with t h1 h2
  have ht : 0 < t := h2
  rw [slope_def_field, sub_zero, div_lt_iff₀ ht, zero_mul] at h1
  linarith

/-- If the bond length of an equilibrium branch is differentiable for all small `t`, the second
derivative of the equilibrium energy at `t = 0` is `-W'(R 0)² / k`. -/
theorem relaxation_curvature (h : EquilibriumBranch E₀ W dE dW R k)
    (hR : ∀ᶠ t in 𝓝 (0 : ℝ), DifferentiableAt ℝ R t) :
    HasDerivAt (deriv (branchEnergy E₀ W R)) (-(dW (R 0)) ^ 2 / k) 0 := by
  -- near zero the first derivative is the correction at the relaxed bond length
  have h1 : deriv (branchEnergy E₀ W R) =ᶠ[𝓝 0] W ∘ R := by
    filter_upwards [h.cont_R.tendsto.eventually h.deriv_E,
      h.cont_R.tendsto.eventually h.deriv_W, h.stationary, hR] with t hE hW hs hd
    exact (branchEnergy_slope hE hW hd.hasDerivAt hs).deriv
  have h2 := h.deriv_W.self_of_nhds.comp 0 (bond_length_slope h)
  exact (h2.congr_of_eventuallyEq h1).congr_deriv (by ring)

/-- A harmonic bond of length `L` and force constant `k > 0` with a quadratic relativistic
correction has the equilibrium branch `R t = L - t a / (k + t b)`. -/
theorem harmonic_bond_witness (L a b c k : ℝ) (hk : 0 < k) :
    EquilibriumBranch (fun x => k / 2 * (x - L) ^ 2)
      (fun x => c + a * (x - L) + b / 2 * (x - L) ^ 2)
      (fun x => k * (x - L)) (fun x => a + b * (x - L))
      (fun t => L - t * a / (k + t * b)) k := by
  have h1 : ∀ x : ℝ, HasDerivAt (fun y => y - L) 1 x := fun x => (hasDerivAt_id' x).sub_const L
  have hs : ∀ x : ℝ, HasDerivAt (fun y => (y - L) ^ 2) (2 * (x - L)) x := by
    intro x
    have h := (h1 x).fun_mul (h1 x)
    simp only [← pow_two] at h
    exact h.congr_deriv (by ring)
  have hE : ∀ x : ℝ, HasDerivAt (fun y => k / 2 * (y - L) ^ 2) (k * (x - L)) x :=
    fun x => ((hs x).const_mul (k / 2)).congr_deriv (by ring)
  have hW : ∀ x : ℝ, HasDerivAt (fun y => c + a * (y - L) + b / 2 * (y - L) ^ 2)
      (a + b * (x - L)) x := fun x =>
    ((((h1 x).const_mul a).const_add c).fun_add ((hs x).const_mul (b / 2))).congr_deriv
      (by ring)
  have h0 : k + 0 * b ≠ 0 := by rw [zero_mul, add_zero]; exact hk.ne'
  have hd : ContinuousAt (fun t : ℝ => k + t * b) 0 := by fun_prop
  refine ⟨Eventually.of_forall hE, Eventually.of_forall hW, by fun_prop,
    ((h1 _).const_mul k).congr_deriv (by ring), hk,
    continuousAt_const.sub (ContinuousAt.div (by fun_prop) hd h0), ?_⟩
  filter_upwards [hd.eventually_ne h0] with t ht
  have hq : t * a / (k + t * b) * (k + t * b) = t * a := div_mul_cancel₀ _ ht
  have h := energy_hasDerivAt (t := t) (hE (L - t * a / (k + t * b)))
    (hW (L - t * a / (k + t * b)))
  exact h.congr_deriv (by linear_combination -hq)

end RelativisticBondLength
```

```lean
#print axioms RelativisticBondLength.relativistic_shifts
#print axioms RelativisticBondLength.bond_contraction
#print axioms RelativisticBondLength.relaxation_curvature
```

```
'RelativisticBondLength.relativistic_shifts' depends on axioms: [propext, Classical.choice, Quot.sound]
'RelativisticBondLength.bond_contraction' depends on axioms: [propext, Classical.choice, Quot.sound]
'RelativisticBondLength.relaxation_curvature' depends on axioms: [propext, Classical.choice, Quot.sound]
```

## What `EquilibriumBranch` assumes

In Lean, `E₀`, `W` and `R` are real functions, `energy E₀ W t x` is $E(t,x)$, and `branchEnergy E₀ W R t` is $\mathcal E(t)$. The functions `dE` and `dW` stand for $E_0'$ and $W'$. `HasDerivAt f c x` says that `f` is differentiable at `x` with derivative `c`, and `∀ᶠ t in 𝓝 0` means "for all `t` in some neighbourhood of zero".

The structure collects these hypotheses:

- `deriv_E` and `deriv_W` make both curves differentiable near $R_0$, and `cont_dW` makes $W'$ continuous at $R_0$. No second derivative of $W$ is needed.
- `force_constant` and `k_pos` say that $E_0''(R_0)=k>0$. Physically, the nonrelativistic bond has a restoring force and sits at a local minimum.
- `cont_R` excludes a branch that jumps at $t=0$, for instance to the other well of a double-well curve.
- `stationary` says that the total energy has zero slope at $R(t)$. The neighbourhood includes negative $t$, which corresponds to subtracting the correction and makes the derivatives at zero two-sided.

The theorem `relativistic_shifts` states the two slopes under these hypotheses. The contraction theorem takes $W'(R_0)>0$ as an assumption; a code has to obtain that sign from its own electronic-structure model. No Dirac equation, spinor or density functional appears in the file, and higher powers of $t$ in the energy are left out. The results concern the limit $t\to0$ and give no error bound at a finite $t$.

## From difference quotients to tactics

`energy_hasDerivAt` differentiates the total energy. `force_balance` compares that derivative with the zero slope from `stationary`; since a derivative is unique, the two agree.

In `bond_length_slope`, the function `dslope dE (R 0)` is $q$, with the value at $R_0$ already filled in by the derivative. The steps `hD` and `hN` give the limits of $q(R(t))$ and $W'(R(t))$, and `hq` gives the limit of their quotient. The lemma `hasDerivAt_iff_tendsto_slope` turns the goal into a limit of $(R(t)-R_0)/t$. The closing `linear_combination` identifies the two quotients, using the force balance and the defining relation of $q$.

`branchEnergy_slope` applies the chain and product rules, and `linear_combination r * h0` removes the term proportional to $R'(t)$. `relativistic_shifts` combines this with the bond-length slope at zero.

`bond_contraction` converts the negative limit into a sign for small positive `t`. `relaxation_curvature` shows that the derivative of the branch energy equals `W ∘ R` near zero, then differentiates that composition. `harmonic_bond_witness` verifies every field of the structure for the harmonic bond, so the hypotheses are satisfiable for every $k>0$ and all real $L,a,b,c$.

## Constructing the branch instead of assuming it

Another formulation would start from a point $R_0$ with $E_0'(R_0)=0$ and $E_0''(R_0)>0$, require $E_0$ and $W$ to be twice continuously differentiable near it, and obtain $R$ from the implicit function theorem. That would supply the existence and local uniqueness of the branch, and its differentiability for all small $t$, which `relaxation_curvature` takes as a separate hypothesis. It would also demand smoother curves. The version here suits a code that already has a continuous family of optimised geometries and needs its slope at $t=0$.
